# Verlet with two reduced curvatures a, b in (0,4) taking turns is stable exactly when (2−a)(2−b) > 0 or a = b = 2

## Both curvatures pass the step-size limit, and the trajectory still grows

If I choose the Verlet time step by checking each force constant separately, my oscillator can blow up even though every check passes. For a harmonic force with constant $K$ and mass $M$, I know the condition $\omega\,\Delta t<2$ with $\omega=\sqrt{K/M}$, which is to say that the reduced curvature $\Delta t^2K/M$ lies between 0 and 4. I let this number alternate between 1 and 3 from step to step, both well inside the limit. Starting from the positions 0 and 1, I get

$$0,\;1,\;1,\;-2,\;-3,\;5,\;8,\;-13,\;\dots$$

With 1 alone or 3 alone the motion stays bounded. Which pairs of curvatures are safe when they alternate?

## The sign of (2−a)(2−b) separates the safe pairs from the others

A pair $a,b$ in $(0,4)$ is safe when both values lie on the same side of 2, or when both equal 2. In every other case some trajectory is unbounded. Your pair has one value on each side of 2, so it fails.

For simulation practice this means that, in a linear model with one degree of freedom and strictly alternating curvature, the usual limit applied to each curvature in turn does not guarantee stability.

### Eliminating every other step

Let $x_n$ be the position at step $n$, and let $c_n$ be $a$ for even $n$ and $b$ for odd $n$. Position Verlet reads

$$x_{n+2}=(2-c_n)\,x_{n+1}-x_n .$$

Write $s=(2-a)(2-b)$. Since $c_{n+2}=c_n$, the next two steps are

$$x_{n+3}=(2-c_{n+1})x_{n+2}-x_{n+1},\qquad x_{n+4}=(2-c_n)x_{n+3}-x_{n+2}.$$

Multiply the first of these by $2-c_n$. The product $(2-c_n)(2-c_{n+1})$ is $s$ for either parity of $n$, and the Verlet rule gives $(2-c_n)x_{n+1}=x_{n+2}+x_n$. Hence $(2-c_n)x_{n+3}=(s-1)x_{n+2}-x_n$, and

$$x_{n+4}=(s-2)\,x_{n+2}-x_n .$$

Seen at every second step, the motion has constant coefficients.

**Same side of 2.** Here $s>0$. Also $s<4$, because $|2-a|$ and $|2-b|$ are both below 2. Define

$$Q_n=x_n^2-(s-2)x_nx_{n+2}+x_{n+2}^2 .$$

It is conserved over two steps, since

$$Q_{n+2}-Q_n=(x_{n+4}-x_n)\bigl(x_{n+4}+x_n-(s-2)x_{n+2}\bigr)=0 .$$

Completing the square gives

$$Q_n=\Bigl(x_{n+2}-\tfrac{s-2}{2}x_n\Bigr)^2+\tfrac{s(4-s)}{4}\,x_n^2 .$$

The last coefficient is positive for $0<s<4$, so $x_n^2\le 4Q_n/(s(4-s))$. As $Q_n$ equals $Q_0$ or $Q_1$ according to parity, every trajectory is bounded.

**Both equal to 2.** The rule becomes $x_{n+2}=-x_n$, which is bounded.

**All other pairs.** Now $s\le0$. Take a trajectory with $x_m=0$ for some step $m$, and put $A_k=|x_{m+2k}|$. The two-step relation and the triangle inequality give

$$A_{k+2}\ge(2-s)A_{k+1}-A_k ,$$

that is,

$$A_{k+2}-A_{k+1}\ge(A_{k+1}-A_k)-sA_{k+1}\ge A_{k+1}-A_k .$$

The increments never shrink, and the first one is $A_1-A_0=A_1$. So $A_k\ge kA_1$, which is unbounded if $A_1\ne0$. Since $A_{k+1}\ge A_k$, the same inequality also gives $A_{k+2}\ge(1-s)A_{k+1}$, hence $A_{k+1}\ge(1-s)^kA_1$. This lower bound is exponential for $s<0$.

It remains to find starting positions with $A_1\neq0$:

- If $a\ne2$, take $x_0=0$, $x_1=1$. Then $x_2=2-a\ne0$, and $m=0$ works.
- If $a=2$ and $b\neq2$, take $x_0=1$, $x_1=0$. Then $x_2=-1$ and $x_3=b-2\ne0$, and $m=1$ works.

Your numbers have $s=-1$. At even steps they are $0,1,-3,8,\dots$, and the bound says that these amplitudes, from step 2 on, are at least $1,2,4,\dots$.

### What the Lean statements say about the oscillator

A sequence `x : ℕ → ℝ` holds the positions, and `IsTrajectory a b x` says that they obey the Verlet rule at every step. The values of `x 0` and `x 1` are free and take the place of an initial position and velocity. `curvature a b n` is $c_n$, already multiplied by $\Delta t^2/M$. Its index runs one behind the position it acts on: `curvature a b n` multiplies `x (n + 1)`, so the force at `x 1` uses `a`.

`Stable a b` means that each trajectory has its own bound $C$ with $|x_n|\le C$ for all $n$. It says nothing about accuracy. Its negation means that at least one trajectory is unbounded, not that all are; the particle at rest at the origin always stays there.

The main theorem, `stable_iff`, assumes $0<a<4$ and $0<b<4$. Physically, both forces are restoring and both satisfy $\omega\,\Delta t<2$. Under these assumptions, `Stable a b` is equivalent to $(2-a)(2-b)>0$ or $a=b=2$. Setting $b=a$ recovers stability throughout $(0,4)$ for constant curvature. The second theorem, `alternation_destabilizes`, states your puzzle for $0<a<2<b<4$: `Stable a a` and `Stable b b` hold, and `Stable a b` does not.

The alternation is prescribed. In a molecular simulation the curvature follows from the configuration, and whether a given run produces this pattern for many steps is a separate question.

```lean
import Mathlib

namespace AlternatingVerlet

noncomputable section

/-- The alternating reduced curvature (time step squared times force constant over mass): `a` for
even `n` and `b` for odd `n`. In `IsTrajectory` it multiplies the position `x (n + 1)`. -/
def curvature (a b : ℝ) (n : ℕ) : ℝ := if n % 2 = 0 then a else b

/-- The position Verlet rule for a linear force whose reduced curvature alternates
between `a` and `b`. -/
def IsTrajectory (a b : ℝ) (x : ℕ → ℝ) : Prop :=
  ∀ n, x (n + 2) = 2 * x (n + 1) - x n - curvature a b n * x (n + 1)

/-- Stability of the integrator: every trajectory stays bounded. -/
def Stable (a b : ℝ) : Prop :=
  ∀ x, IsTrajectory a b x → ∃ C, ∀ n, |x n| ≤ C

/-- The Verlet trajectory with first two positions `u` and `v`. -/
def trajectory (a b u v : ℝ) : ℕ → ℝ
  | 0 => u
  | 1 => v
  | n + 2 => 2 * trajectory a b u v (n + 1) - trajectory a b u v n
      - curvature a b n * trajectory a b u v (n + 1)

/-- A quadratic form in the positions at steps `n` and `n + 2`. -/
def strobeForm (a b : ℝ) (x : ℕ → ℝ) (n : ℕ) : ℝ :=
  x n ^ 2 - ((2 - a) * (2 - b) - 2) * x n * x (n + 2) + x (n + 2) ^ 2

/-- Seen at every second step, a trajectory obeys a recurrence with constant coefficients. -/
theorem two_step {a b : ℝ} {x : ℕ → ℝ} (h : IsTrajectory a b x) (n : ℕ) :
    x (n + 4) = ((2 - a) * (2 - b) - 2) * x (n + 2) - x n := by
  have h0 := h n
  have h1 : x (n + 3) = 2 * x (n + 2) - x (n + 1) - curvature a b (n + 1) * x (n + 2) :=
    h (n + 1)
  have h2 : x (n + 4) = 2 * x (n + 3) - x (n + 2) - curvature a b (n + 2) * x (n + 3) :=
    h (n + 2)
  rcases Nat.mod_two_eq_zero_or_one n with hn | hn
  · have c0 : curvature a b n = a := if_pos hn
    have c1 : curvature a b (n + 1) = b := if_neg (by omega)
    have c2 : curvature a b (n + 2) = a := if_pos (by omega)
    rw [c0] at h0
    rw [c1] at h1
    rw [c2] at h2
    linear_combination h2 + (2 - a) * h1 + h0
  · have c0 : curvature a b n = b := if_neg (by omega)
    have c1 : curvature a b (n + 1) = a := if_pos (by omega)
    have c2 : curvature a b (n + 2) = b := if_neg (by omega)
    rw [c0] at h0
    rw [c1] at h1
    rw [c2] at h2
    linear_combination h2 + (2 - b) * h1 + h0

/-- The quadratic form `strobeForm` is conserved over two Verlet steps. -/
theorem strobeForm_conserved {a b : ℝ} {x : ℕ → ℝ} (h : IsTrajectory a b x) (n : ℕ) :
    strobeForm a b x (n + 2) = strobeForm a b x n := by
  have e := two_step h n
  show x (n + 2) ^ 2 - ((2 - a) * (2 - b) - 2) * x (n + 2) * x (n + 4) + x (n + 4) ^ 2
    = x n ^ 2 - ((2 - a) * (2 - b) - 2) * x n * x (n + 2) + x (n + 2) ^ 2
  linear_combination (x (n + 4) - x n) * e

/-- If `(2 - a) * (2 - b)` lies strictly between 0 and 4, every trajectory is bounded. -/
theorem stable_of_pos {a b : ℝ} (h0 : 0 < (2 - a) * (2 - b))
    (h4 : (2 - a) * (2 - b) < 4) : Stable a b := by
  intro x h
  obtain ⟨s, hs⟩ : ∃ s, s = (2 - a) * (2 - b) := ⟨_, rfl⟩
  rw [← hs] at h0 h4
  have hd : 0 < s * (4 - s) / 4 := by
    have := mul_pos h0 (sub_pos.2 h4)
    linarith
  -- the conserved form controls the position
  have low : ∀ n, x n ^ 2 * (s * (4 - s) / 4) ≤ strobeForm a b x n := by
    intro n
    unfold strobeForm
    rw [← hs]
    nlinarith [sq_nonneg (x (n + 2) - (s - 2) / 2 * x n)]
  have nonneg : ∀ n, 0 ≤ strobeForm a b x n := fun n =>
    le_trans (mul_nonneg (sq_nonneg _) hd.le) (low n)
  have up : ∀ n, strobeForm a b x n ≤ strobeForm a b x 0 + strobeForm a b x 1 ∧
      strobeForm a b x (n + 1) ≤ strobeForm a b x 0 + strobeForm a b x 1 := by
    intro n
    induction n with
    | zero => exact ⟨by linarith [nonneg 1], by simpa using nonneg 0⟩
    | succ n ih => exact ⟨ih.2, (strobeForm_conserved h n).le.trans ih.1⟩
  refine ⟨((strobeForm a b x 0 + strobeForm a b x 1) / (s * (4 - s) / 4) + 1) / 2,
    fun n => ?_⟩
  have hx := (le_div_iff₀ hd).2 ((low n).trans (up n).1)
  nlinarith [sq_nonneg (|x n| - 1), sq_abs (x n)]

/-- If `(2 - a) * (2 - b) ≤ 0` and a trajectory vanishes at step `m`, its amplitude at every
second step from then on grows by at least `|x (m + 2)|` each time. -/
theorem amplitude_increment {a b : ℝ} {x : ℕ → ℝ} (h : IsTrajectory a b x)
    (hs : (2 - a) * (2 - b) ≤ 0) {m : ℕ} (hm : x m = 0) (k : ℕ) :
    |x (m + 2 * k)| + |x (m + 2)| ≤ |x (m + 2 * k + 2)| := by
  induction k with
  | zero => simp [hm]
  | succ k ih =>
    have e : x (m + 2 * k + 4) + x (m + 2 * k)
        = ((2 - a) * (2 - b) - 2) * x (m + 2 * k + 2) := by
      linear_combination two_step h (m + 2 * k)
    have t := abs_add_le (x (m + 2 * k + 4)) (x (m + 2 * k))
    rw [e, abs_mul, abs_of_neg (by linarith)] at t
    rw [show m + 2 * (k + 1) = m + 2 * k + 2 by ring]
    show |x (m + 2 * k + 2)| + |x (m + 2)| ≤ |x (m + 2 * k + 4)|
    nlinarith [mul_nonneg (neg_nonneg.2 hs) (abs_nonneg (x (m + 2 * k + 2)))]

/-- If `(2 - a) * (2 - b) ≤ 0` and a trajectory vanishes at step `m`, its amplitude after
`k` further double steps past `m + 2` is at least `(1 - (2 - a) * (2 - b)) ^ k` times
`|x (m + 2)|`. -/
theorem amplitude_growth {a b : ℝ} {x : ℕ → ℝ} (h : IsTrajectory a b x)
    (hs : (2 - a) * (2 - b) ≤ 0) {m : ℕ} (hm : x m = 0) (k : ℕ) :
    (1 - (2 - a) * (2 - b)) ^ k * |x (m + 2)| ≤ |x (m + 2 * k + 2)| := by
  induction k with
  | zero => simp
  | succ k ih =>
    have e : x (m + 2 * k + 4) + x (m + 2 * k)
        = ((2 - a) * (2 - b) - 2) * x (m + 2 * k + 2) := by
      linear_combination two_step h (m + 2 * k)
    have t := abs_add_le (x (m + 2 * k + 4)) (x (m + 2 * k))
    rw [e, abs_mul, abs_of_neg (by linarith)] at t
    have i := amplitude_increment h hs hm k
    have p := mul_le_mul_of_nonneg_left ih
      (show 0 ≤ 1 - (2 - a) * (2 - b) by linarith)
    rw [show m + 2 * (k + 1) = m + 2 * k + 2 by ring, pow_succ]
    show _ ≤ |x (m + 2 * k + 4)|
    linarith [abs_nonneg (x (m + 2))]

/-- If `(2 - a) * (2 - b) ≤ 0`, a trajectory that vanishes at step `m` but not at step
`m + 2` is unbounded. -/
theorem unbounded_of_zero {a b : ℝ} {x : ℕ → ℝ} (h : IsTrajectory a b x)
    (hs : (2 - a) * (2 - b) ≤ 0) {m : ℕ} (hm : x m = 0) (hm2 : x (m + 2) ≠ 0) :
    ¬ ∃ C, ∀ n, |x n| ≤ C := by
  rintro ⟨C, hC⟩
  have lin : ∀ k : ℕ, (k : ℝ) * |x (m + 2)| ≤ |x (m + 2 * k)| := by
    intro k
    induction k with
    | zero => simp
    | succ k ih =>
      have i := amplitude_increment h hs hm k
      rw [show m + 2 * (k + 1) = m + 2 * k + 2 by ring]
      push_cast
      linarith
  obtain ⟨k, hk⟩ := exists_nat_gt (C / |x (m + 2)|)
  rw [div_lt_iff₀ (abs_pos.2 hm2)] at hk
  linarith [lin k, hC (m + 2 * k)]

/-- For reduced curvatures `a` and `b` between 0 and 4, alternating Verlet is stable exactly
when `(2 - a) * (2 - b) > 0` or both curvatures equal 2. -/
theorem stable_iff {a b : ℝ} (ha : 0 < a) (ha4 : a < 4) (hb : 0 < b) (hb4 : b < 4) :
    Stable a b ↔ 0 < (2 - a) * (2 - b) ∨ (a = 2 ∧ b = 2) := by
  constructor
  · intro hst
    by_contra hcon
    rw [not_or] at hcon
    obtain ⟨hs, hne⟩ := hcon
    have hs := not_lt.1 hs
    by_cases h2 : a = 2
    · -- start from the positions 1 and 0, so that the trajectory vanishes at step 1
      have hb2 : b ≠ 2 := fun hb2 => hne ⟨h2, hb2⟩
      have ht : IsTrajectory a b (trajectory a b 1 0) := fun n => rfl
      refine unbounded_of_zero ht hs (m := 1) rfl ?_ (hst _ ht)
      have e : trajectory a b 1 0 (1 + 2) = b - 2 := by
        simp [trajectory, curvature]
        ring
      rw [e]
      exact sub_ne_zero.2 hb2
    · have ht : IsTrajectory a b (trajectory a b 0 1) := fun n => rfl
      refine unbounded_of_zero ht hs (m := 0) rfl ?_ (hst _ ht)
      have e : trajectory a b 0 1 (0 + 2) = 2 - a := by
        simp [trajectory, curvature]
      rw [e]
      exact sub_ne_zero.2 (Ne.symm h2)
  · rintro (hs | ⟨rfl, rfl⟩)
    · refine stable_of_pos hs ?_
      nlinarith [mul_pos ha (sub_pos.2 hb4), mul_pos (sub_pos.2 ha4) hb]
    · -- both curvatures equal 2: the position changes sign every two steps
      intro x h
      have flip : ∀ n, |x (n + 2)| = |x n| := by
        intro n
        have c : curvature 2 2 n = 2 := by simp [curvature]
        have e : x (n + 2) = -x n := by
          rw [h n, c]
          ring
        rw [e, abs_neg]
      have key : ∀ n, |x n| ≤ |x 0| + |x 1| ∧ |x (n + 1)| ≤ |x 0| + |x 1| := by
        intro n
        induction n with
        | zero => exact ⟨by linarith [abs_nonneg (x 1)], by simp⟩
        | succ n ih => exact ⟨ih.2, (flip n).le.trans ih.1⟩
      exact ⟨_, fun n => (key n).1⟩

/-- For `0 < a < 2 < b < 4`, Verlet is stable with either curvature held constant, and
unstable when the two alternate. -/
theorem alternation_destabilizes {a b : ℝ} (ha : 0 < a) (ha2 : a < 2) (hb2 : 2 < b)
    (hb4 : b < 4) : Stable a a ∧ Stable b b ∧ ¬ Stable a b := by
  refine ⟨(stable_iff ha (by linarith) ha (by linarith)).2 (Or.inl ?_),
    (stable_iff (by linarith) hb4 (by linarith) hb4).2 (Or.inl ?_), fun hst => ?_⟩
  · exact mul_pos (by linarith) (by linarith)
  · exact mul_pos_of_neg_of_neg (by linarith) (by linarith)
  · rcases (stable_iff ha (by linarith) (by linarith) hb4).1 hst with hs | ⟨h, _⟩
    · nlinarith [mul_pos (sub_pos.2 ha2) (sub_pos.2 hb2)]
    · linarith

end

end AlternatingVerlet
```

```lean
#print axioms AlternatingVerlet.amplitude_growth
#print axioms AlternatingVerlet.stable_iff
#print axioms AlternatingVerlet.alternation_destabilizes
```

```
'AlternatingVerlet.amplitude_growth' depends on axioms: [propext, Classical.choice, Quot.sound]
'AlternatingVerlet.stable_iff' depends on axioms: [propext, Classical.choice, Quot.sound]
'AlternatingVerlet.alternation_destabilizes' depends on axioms: [propext, Classical.choice, Quot.sound]
```

### From the two-step relation to the equivalence

`two_step` writes out three successive Verlet steps and splits on the parity of `n`, which fixes the three curvatures. For even `n`, the instruction `linear_combination h2 + (2 - a) * h1 + h0` is the elimination above: the last step, plus $2-a$ times the middle one, plus the first. For odd `n` the factor is $2-b$.

`strobeForm` is $Q_n$. `strobeForm_conserved` multiplies the two-step relation by $x_{n+4}-x_n$, which is the factorisation used for $Q_{n+2}-Q_n$.

`stable_of_pos` treats $0<s<4$. Its step `low` is the completed square, with that square handed to `nlinarith`. The step `up` shows by induction that $Q_n\le Q_0+Q_1$. It carries two neighbouring values of $n$ at once, because conservation links only steps of equal parity. The final bound on $|x_n|$ uses $|x_n|\le(x_n^2+1)/2$ and so avoids a square root.

`amplitude_increment` is the statement $A_k+A_1\le A_{k+1}$, proved by induction on $k$. The triangle inequality enters as `abs_add_le`, and `abs_of_neg` turns $|s-2|$ into $2-s$. `amplitude_growth` uses the same inequality, together with the increment bound, to obtain the factor $(1-s)^k$. It supplies a lower bound on the growth, exponential for $s<0$, and the equivalence itself does not use it.

`unbounded_of_zero` first derives $kA_1\le A_k$ by adding up the increments. Given a supposed bound $C$, it then picks an integer $k>C/A_1$ and reaches a contradiction.

In `stable_iff`, the forward direction assumes stability with neither alternative true, so that $s\le0$ and $a,b$ are not both 2. The function `trajectory` builds the motion from its first two positions, and the case split on `a = 2` selects the starting data listed earlier. For the converse, `nlinarith` obtains $s<4$ from the positive products $a(4-b)$ and $(4-a)b$, whose sum is $2(4-s)$, and `stable_of_pos` does the rest. The case $a=b=2$ uses `flip`, which says $|x_{n+2}|=|x_n|$, and another induction over neighbouring steps.

`alternation_destabilizes` applies the equivalence three times. The products $(2-a)^2$ and $(2-b)^2$ are positive, while $(2-a)(2-b)$ is negative.
